# The pair correlation of a pure single-mode state is at least \(\langle N\rangle^2-\langle N\rangle\), with equality exactly for eigenvectors of \(N\)

A code that reports the zero-delay coherence \(g^{(2)}(0)\) of a cavity mode divides the pair correlation \(\langle a^\dagger a^\dagger a a\rangle\) by the square of the mean photon number. For a normalised state vector, the quotient can be checked against a lower bound that needs only the mean.

Let \(a\) and \(a^\dagger\) be the annihilation and creation operators of the mode, with \([a,a^\dagger]=1\), and let \(N=a^\dagger a\). For a unit vector \(\psi\), write

\[
m=\langle\psi,N\psi\rangle,\qquad P=\langle\psi,a^\dagger a^\dagger a a\,\psi\rangle .
\]

Then

\[
P-(m^2-m)=\|(N-m)\psi\|^2\ \ge 0,
\]

and for \(m>0\)

\[
g^{(2)}(0)=\frac{P}{m^2}\ \ge\ 1-\frac1m .
\]

Equality holds in the second bound exactly when \(\psi\) has a definite whole number of photons.

## Checking a computed \(g^{(2)}(0)\)

A value below \(1-1/m\) by more than rounding error points to a fault in the calculation, for example in the state, in the operators or in the evaluation of the quotient. Number states lie on the bound, so the comparison needs a tolerance.

Lost normalisation is one such fault. A one-photon vector with squared norm 1.01, used without renormalisation, gives \(m=1.01\) and \(P=0\), while \(m^2-m=0.0101\). The apparent violation disappears once the vector is normalised.

For \(m<1\) the bound is negative and therefore weaker than \(P\ge0\), so the test has force only for \(m>1\).

In quantum optics, the inequality limits how far a reduction of photon-number noise can push \(g^{(2)}(0)\) below one in a pure state of a single mode. Antibunching in the strict sense compares \(g^{(2)}(0)\) with its value at a later delay, and no delay enters here.

## The excess is the photon-number variance

The inner product is linear in its second argument. Adjointness means \(\langle a^\dagger x,y\rangle=\langle x,ay\rangle\), and complex conjugation gives \(\langle x,a^\dagger y\rangle=\langle ax,y\rangle\). Hence

\[
m=\|a\psi\|^2,\qquad P=\|aa\psi\|^2,
\]

so both quantities are real and non-negative.

Apply the commutator to the vector \(a\psi\):

\[
a a^\dagger a\psi-a^\dagger a a\psi=a\psi .
\]

Solve for \(a^\dagger aa\psi\) and act with \(a^\dagger\):

\[
a^\dagger a^\dagger a a\psi=a^\dagger a a^\dagger a\psi-a^\dagger a\psi=N^2\psi-N\psi .
\]

Since \(\langle\psi,N^2\psi\rangle=\langle N\psi,N\psi\rangle\), this gives \(P=\|N\psi\|^2-m\). Expanding the square, with \(\|\psi\|=1\),

\[
\|(N-m)\psi\|^2=\|N\psi\|^2-2m\,\mathrm{Re}\langle N\psi,\psi\rangle+m^2=\|N\psi\|^2-m^2=P-(m^2-m).
\]

The right-hand side vanishes exactly when \(N\psi=m\psi\). Conversely, if \(N\psi=\mu\psi\) for some complex \(\mu\), the inner product with \(\psi\) gives \(\mu=m\), and equality follows. Division by \(m^2\) gives the bound on \(g^{(2)}(0)\).

## Why equality requires a whole number of photons

Let \(N\varphi=\mu\varphi\) with \(\varphi\ne0\). Then \(\mu\|\varphi\|^2=\|a\varphi\|^2\), so \(\mu\) is real and non-negative. The commutator gives

\[
N a\varphi=a a^\dagger a\varphi-a\varphi=(\mu-1)a\varphi .
\]

Each application of \(a\) therefore lowers the eigenvalue by one, as long as the vector stays non-zero. The sequence must end, because otherwise a negative eigenvalue would appear. If \(a^j\varphi\ne0\) and \(a^{j+1}\varphi=0\), then \(N a^j\varphi=0\), while the eigenvalue there is \(\mu-j\). Hence \(\mu=j\).

Coherent states give a comparison. If \(a\psi=\alpha\psi\), then \(m=|\alpha|^2\) and \(P=|\alpha|^4=m^2\), which exceeds the lower bound by \(m\).

## The Lean file

```lean
import Mathlib

open scoped InnerProductSpace

namespace AntibunchingLimit

noncomputable section

/-- A bosonic mode: mutually adjoint lowering and raising operators `a` and `ad` on a complex
inner-product space, with commutator one. -/
structure BosonMode (V : Type*) [NormedAddCommGroup V] [InnerProductSpace ℂ V] where
  /-- The annihilation operator. -/
  a : V →ₗ[ℂ] V
  /-- The creation operator. -/
  ad : V →ₗ[ℂ] V
  adjoint : ∀ x y, inner ℂ (ad x) y = inner ℂ x (a y)
  comm : ∀ x, a (ad x) - ad (a x) = x

/- Remark: the standard instance is the space of polynomials with `a` the derivative, `ad`
multiplication by the variable, and monomials orthogonal with squared norm `n!`.
Its construction is not carried out here. -/

namespace BosonMode

variable {V : Type*} [NormedAddCommGroup V] [InnerProductSpace ℂ V] (M : BosonMode V)

/-- The photon number operator `N = a† a`. -/
def number : V →ₗ[ℂ] V := M.ad ∘ₗ M.a

/-- The mean photon number `⟨N⟩` in the state `ψ`. -/
def meanN (ψ : V) : ℝ := (inner ℂ ψ (M.number ψ)).re

/-- The pair correlation `⟨a† a† a a⟩` in the state `ψ`. -/
def pairs (ψ : V) : ℝ := (inner ℂ ψ (M.ad (M.ad (M.a (M.a ψ))))).re

/-- The normalised second-order coherence at zero delay, `⟨a† a† a a⟩ / ⟨N⟩²`. -/
def g2 (ψ : V) : ℝ := M.pairs ψ / M.meanN ψ ^ 2

/-- The inner product of a vector with itself is its squared norm. -/
theorem inner_self_real (x : V) : inner ℂ x x = ((‖x‖ ^ 2 : ℝ) : ℂ) := by
  rw [inner_self_eq_norm_sq_to_K]
  exact (Complex.ofReal_pow _ _).symm

/-- A creation operator in the right slot acts as an annihilation operator in the left slot. -/
theorem inner_ad_right (x y : V) : inner ℂ x (M.ad y) = inner ℂ (M.a x) y := by
  rw [← inner_conj_symm x (M.ad y), M.adjoint, inner_conj_symm]

/-- The expectation value of `N` is the squared norm of `a ψ`. -/
theorem number_expectation (ψ : V) :
    inner ℂ ψ (M.number ψ) = ((‖M.a ψ‖ ^ 2 : ℝ) : ℂ) := by
  change inner ℂ ψ (M.ad (M.a ψ)) = _
  rw [inner_ad_right, inner_self_real]

/-- The expectation value of `a† a† a a` is the squared norm of `a a ψ`. -/
theorem pair_expectation (ψ : V) :
    inner ℂ ψ (M.ad (M.ad (M.a (M.a ψ)))) = ((‖M.a (M.a ψ)‖ ^ 2 : ℝ) : ℂ) := by
  rw [inner_ad_right, inner_ad_right, inner_self_real]

/-- Normal ordering: `a† a† a a = N² - N`. -/
theorem normal_order (ψ : V) :
    M.ad (M.ad (M.a (M.a ψ))) = M.number (M.number ψ) - M.number ψ := by
  change _ = M.ad (M.a (M.ad (M.a ψ))) - M.ad (M.a ψ)
  have h : M.ad (M.a (M.a ψ)) = M.a (M.ad (M.a ψ)) - M.a ψ :=
    eq_sub_of_add_eq' (sub_eq_iff_eq_add.mp (M.comm (M.a ψ))).symm
  rw [h, map_sub]

/-- For a unit vector `ψ`, the pair correlation exceeds `⟨N⟩² - ⟨N⟩` by exactly the squared norm of
`(N - ⟨N⟩) ψ`. -/
theorem pair_excess (ψ : V) (hψ : ‖ψ‖ = 1) :
    M.pairs ψ - (M.meanN ψ ^ 2 - M.meanN ψ)
      = ‖M.number ψ - (M.meanN ψ : ℂ) • ψ‖ ^ 2 := by
  -- the number operator may be moved to the left slot
  have h : inner ℂ ψ (M.number (M.number ψ)) = inner ℂ (M.number ψ) (M.number ψ) := by
    change inner ℂ ψ (M.ad (M.a (M.number ψ))) = inner ℂ (M.ad (M.a ψ)) (M.number ψ)
    rw [inner_ad_right, M.adjoint]
  have h1 : M.pairs ψ = ‖M.number ψ‖ ^ 2 - M.meanN ψ := by
    unfold pairs meanN
    rw [normal_order, inner_sub_right, h, Complex.sub_re, inner_self_real, Complex.ofReal_re]
  have h3 : (inner ℂ (M.number ψ) ((M.meanN ψ : ℂ) • ψ)).re = M.meanN ψ ^ 2 := by
    rw [inner_smul_right, Complex.re_ofReal_mul, ← inner_conj_symm (M.number ψ) ψ,
      Complex.conj_re]
    change M.meanN ψ * M.meanN ψ = _
    ring
  have h4 : ‖(M.meanN ψ : ℂ) • ψ‖ ^ 2 = M.meanN ψ ^ 2 := by
    rw [norm_smul, hψ, mul_one, Complex.norm_real, Real.norm_eq_abs, sq_abs]
  -- expand the square
  have h5 : ‖M.number ψ - (M.meanN ψ : ℂ) • ψ‖ ^ 2 = ‖M.number ψ‖ ^ 2
      - 2 * (inner ℂ (M.number ψ) ((M.meanN ψ : ℂ) • ψ)).re
      + ‖(M.meanN ψ : ℂ) • ψ‖ ^ 2 := norm_sub_sq (𝕜 := ℂ) _ _
  rw [h5, h3, h4, h1]
  ring

/-- In a unit state `⟨a† a† a a⟩ ≥ ⟨N⟩² - ⟨N⟩`, with equality if and only if the state is an
eigenvector of `N`. -/
theorem antibunching_limit (ψ : V) (hψ : ‖ψ‖ = 1) :
    M.meanN ψ ^ 2 - M.meanN ψ ≤ M.pairs ψ ∧
      (M.pairs ψ = M.meanN ψ ^ 2 - M.meanN ψ ↔ ∃ μ : ℂ, M.number ψ = μ • ψ) := by
  have e := M.pair_excess ψ hψ
  refine ⟨by nlinarith [sq_nonneg ‖M.number ψ - (M.meanN ψ : ℂ) • ψ‖], ?_, ?_⟩
  · intro h
    rw [h, sub_self] at e
    exact ⟨_, sub_eq_zero.mp (norm_eq_zero.mp (pow_eq_zero_iff two_ne_zero |>.mp e.symm))⟩
  · rintro ⟨μ, hμ⟩
    -- the eigenvalue is the mean photon number
    have hm : (M.meanN ψ : ℂ) = μ := by
      have h1 : (M.meanN ψ : ℂ) = inner ℂ ψ (M.number ψ) := by
        unfold meanN
        rw [number_expectation, Complex.ofReal_re]
      rw [h1, hμ, inner_smul_right, inner_self_real, hψ]
      simp
    have hz : ‖M.number ψ - (M.meanN ψ : ℂ) • ψ‖ = 0 := by
      rw [hm, hμ, sub_self, norm_zero]
    rw [hz] at e
    linarith

/-- Every eigenvalue of the photon number operator is a natural number. -/
theorem eigenvalue_natural (μ : ℂ) (φ : V) (hφ : φ ≠ 0) (hN : M.number φ = μ • φ) :
    ∃ n : ℕ, μ = n := by
  obtain ⟨k, hk⟩ := exists_nat_gt μ.re
  induction k generalizing μ φ with
  | zero =>
    -- a negative eigenvalue would give `a φ` a negative squared norm
    have h := M.number_expectation φ
    rw [hN, inner_smul_right, inner_self_real] at h
    have h' := congrArg Complex.re h
    rw [Complex.re_mul_ofReal, Complex.ofReal_re] at h'
    have hp : 0 < ‖φ‖ ^ 2 := pow_pos (norm_pos_iff.mpr hφ) 2
    have hk' : μ.re < 0 := by simpa using hk
    nlinarith [sq_nonneg ‖M.a φ‖, mul_neg_of_neg_of_pos hk' hp]
  | succ k ih =>
    have hN' : M.ad (M.a φ) = μ • φ := hN
    by_cases h0 : M.a φ = 0
    · rw [h0, map_zero] at hN'
      exact ⟨0, by simpa using (smul_eq_zero.mp hN'.symm).resolve_right hφ⟩
    · -- lowering the state lowers the eigenvalue by one
      have hl : M.number (M.a φ) = (μ - 1) • M.a φ := by
        have hc := M.comm (M.a φ)
        rw [hN', map_smul] at hc
        change M.ad (M.a (M.a φ)) = _
        rw [sub_smul, one_smul]
        exact eq_sub_of_add_eq' (sub_eq_iff_eq_add.mp hc).symm
      have hlt : (μ - 1).re < (k : ℝ) := by
        push_cast at hk
        rw [Complex.sub_re, Complex.one_re]
        linarith
      obtain ⟨n, hn⟩ := ih (μ - 1) (M.a φ) h0 hl hlt
      exact ⟨n + 1, by push_cast; linear_combination hn⟩

/-- In a unit state with nonzero mean photon number, `g²(0) ≥ 1 - 1/⟨N⟩`, with equality if and only
if the state has a definite whole number of photons. -/
theorem g2_limit (ψ : V) (hψ : ‖ψ‖ = 1) (hm : 0 < M.meanN ψ) :
    1 - 1 / M.meanN ψ ≤ M.g2 ψ ∧
      (M.g2 ψ = 1 - 1 / M.meanN ψ ↔ ∃ n : ℕ, M.number ψ = (n : ℂ) • ψ) := by
  have hne : M.meanN ψ ≠ 0 := hm.ne'
  have e : 1 - 1 / M.meanN ψ = (M.meanN ψ ^ 2 - M.meanN ψ) / M.meanN ψ ^ 2 := by
    field_simp
  obtain ⟨hle, heq⟩ := M.antibunching_limit ψ hψ
  rw [e]
  unfold g2
  refine ⟨by gcongr, ?_⟩
  rw [div_left_inj' (pow_ne_zero 2 hne), heq]
  constructor
  · rintro ⟨μ, hμ⟩
    have h0 : ψ ≠ 0 := norm_ne_zero_iff.mp (by rw [hψ]; exact one_ne_zero)
    obtain ⟨n, rfl⟩ := M.eigenvalue_natural μ ψ h0 hμ
    exact ⟨n, hμ⟩
  · rintro ⟨n, hn⟩
    exact ⟨n, hn⟩

/-- In a coherent state, a unit eigenvector of `a`, the pair correlation equals `⟨N⟩²`. -/
theorem coherent_pairs (ψ : V) (hψ : ‖ψ‖ = 1) (α : ℂ) (ha : M.a ψ = α • ψ) :
    M.pairs ψ = M.meanN ψ ^ 2 := by
  unfold pairs meanN
  rw [pair_expectation, number_expectation, Complex.ofReal_re, Complex.ofReal_re, ha,
    map_smul, ha, norm_smul, norm_smul, hψ]
  ring

end BosonMode

end

end AntibunchingLimit
```

```lean
#print axioms AntibunchingLimit.BosonMode.g2_limit
#print axioms AntibunchingLimit.BosonMode.coherent_pairs
```

```
'AntibunchingLimit.BosonMode.g2_limit' depends on axioms: [propext, Classical.choice, Quot.sound]
'AntibunchingLimit.BosonMode.coherent_pairs' depends on axioms: [propext, Classical.choice, Quot.sound]
```

## How the statements map to the physics

`BosonMode V` packages the two operators as linear maps `a` and `ad` on a complex inner-product space `V`. Its fields `adjoint` and `comm` are the two physical assumptions: `ad` is the adjoint of `a`, and the mode obeys the canonical bosonic commutation relation. The space need not be complete. It plays the part of a common domain that both unbounded operators map into itself, such as the finite superpositions of number states.

`meanN` is \(m\), `pairs` is \(P\) and `g2` is \(P/m^2\). The first two are defined as real parts; `number_expectation` and `pair_expectation` show that nothing is lost, since the inner products are real. The hypothesis `‖ψ‖ = 1` is the normalisation, and `g2_limit` also assumes `0 < M.meanN ψ`, which excludes the vacuum.

`antibunching_limit` contains the inequality and the equality case. It allows a complex eigenvalue `μ`; `g2_limit` replaces it by a natural number `n`.

## How the proof follows the algebra

`inner_ad_right` moves a creation operator across the inner product, and `normal_order` applies `comm` to `M.a ψ`. In `pair_excess`, `h` moves one \(N\) to the left slot, `h1` gives \(P=\|N\psi\|^2-m\), `h3` and `h4` evaluate the cross term and the last term, and `h5` expands the square. The final `ring` collects the result.

`antibunching_limit` reads the inequality from the non-negative square. For equality, a zero norm gives the eigenvector equation; in the other direction, `hm` identifies the eigenvalue with the mean.

`eigenvalue_natural` turns the lowering argument into an induction on a natural number `k` above the real part of `μ`. At `k = 0` the real part is negative, which contradicts the squared norm. In the successor step, either `M.a φ` vanishes and `μ` is zero, or the induction hypothesis applies to `M.a φ` with eigenvalue `μ - 1`.

`g2_limit` writes \(1-1/m\) as \((m^2-m)/m^2\), compares numerators and calls `eigenvalue_natural`. `coherent_pairs` substitutes the eigenvalue equation into the two squared norms.

## Pure states, exact commutators and truncated matrices

The theorems concern the photons of one mode at one time, in a state given by a vector. The space `V` may also describe an emitter or further modes, since `adjoint` and `comm` still hold there for the chosen mode. Density matrices, correlations between modes and detector effects are not treated, and the file constructs no concrete `BosonMode`. The choice of `V` also decides which states are available: among finite superpositions of number states, the only coherent state is the vacuum, so other coherent states need a larger invariant domain.

Simulation codes usually store \(a\) as a \(D\times D\) matrix in a truncated number basis. Adding a finite-dimensionality assumption to `V` to match this would empty the theorems of content. The trace of a commutator of matrices is zero, whereas the trace of the identity is \(D\), so an exact `comm` leaves only the zero space, which has no unit vector.

The bound still applies to the stored vector when it is regarded as a finite superposition in the full number-state space. The truncated matrices give the same \(m\) and \(P\) there, because lowering first and raising afterwards never goes above the highest stored level. The bound says nothing about whether the truncated dynamics produced an accurate state.

A different model starts from a photon-number distribution \(p_n\) with finite second moment and defines \(P=\sum_n n(n-1)p_n\). The inequality is then the non-negativity of a variance, and mixed states are included through their diagonal elements. In exchange, whole photon numbers become an assumption, whereas here they are derived from the commutator.
